# Mass-velocity, Darwin and spin-orbit terms from first-order Douglas-Kroll-Hess theory at fixed momenta as c → ∞

In momentum space, first-order Douglas-Kroll-Hess (DKH1) theory uses the relativistic kinetic energy of a free electron and multiplies the elements of the potential by kinematic factors. A program that evaluates these quantities can be tested by raising the speed of light $c$: at fixed momenta, and as long as rounding errors stay small, their deviations from the nonrelativistic values, multiplied by $c^2$, must approach known expressions. Those expressions are derived here for one electron in an electrostatic potential. The kinetic energy gives the mass-velocity term of the Breit-Pauli Hamiltonian, and the factors on the potential give the Darwin and spin-orbit terms.

```lean
import Mathlib

open Filter Topology Matrix

namespace DouglasKrollFirstOrder

noncomputable section
```

## Kinematic factors and the spin matrix

Atomic units are used, with $c$ kept as a real variable. A free electron with squared momentum $s$ has energy $E=\sqrt{c^4+c^2s}$, rest energy included. Taking $s$ as the argument lets one definition serve momenta on a line, where $s=p^2$, and in space, where $s=|\mathbf p|^2$.

```lean
/-- Relativistic energy of a free electron (atomic units) with squared momentum `s`,
rest energy included. -/
def energy (c s : ℝ) : ℝ := √(c ^ 4 + c ^ 2 * s)
```

The free-particle transformation has the normalisation factor $A=\sqrt{(E+c^2)/(2E)}$.

```lean
/-- The normalisation factor `A` of the free-particle transformation at squared momentum `s`,
for `c > 0` and `s ≥ 0`. -/
def amp (c s : ℝ) : ℝ := √((energy c s + c ^ 2) / (2 * energy c s))
```

The ratio of small to large component is a momentum times $r=c/(E+c^2)$. On a line this gives $R_p=r\,p$; in space it gives $r\,\boldsymbol\sigma\cdot\mathbf p$.

```lean
/-- The factor `c / (E + c²)` that turns a momentum into the ratio of small to large component,
for `c > 0`. -/
def ratio (c s : ℝ) : ℝ := c / (energy c s + c ^ 2)
```

A momentum vector is a function `Fin 3 → ℝ` with components $p_0,p_1,p_2$ along $x,y,z$. In the usual Pauli representation,

$$\boldsymbol\sigma\cdot\mathbf p=\begin{pmatrix}p_2&p_0-ip_1\\p_0+ip_1&-p_2\end{pmatrix}.$$

```lean
/-- The matrix `σ·p` of a momentum vector `p`. -/
def pauli (p : Fin 3 → ℝ) : Matrix (Fin 2) (Fin 2) ℂ :=
  !![(p 2 : ℂ), p 0 - Complex.I * p 1; p 0 + Complex.I * p 1, -(p 2 : ℂ)]
```

Let $V$ be the potential energy of the electron in the electric scalar potential, and let $\tilde V(\mathbf p-\mathbf q)$ be its Fourier component between an incoming momentum $\mathbf q$ and an outgoing momentum $\mathbf p$. DKH1 replaces it by $K\,\tilde V(\mathbf p-\mathbf q)$, where

$$K=A_pA_q\left[1+r_pr_q(\boldsymbol\sigma\cdot\mathbf p)(\boldsymbol\sigma\cdot\mathbf q)\right].$$

The matrix $K$ is `dressing`, `⬝ᵥ` is the dot product and `•` is multiplication by a scalar. This form of DKH1 is taken as a definition and is not derived from the Dirac equation.

```lean
/-- The spin matrix by which first-order Douglas-Kroll-Hess theory multiplies the Fourier
component of a scalar potential between the momenta `p` and `q`, for `c > 0`. -/
def dressing (c : ℝ) (p q : Fin 3 → ℝ) : Matrix (Fin 2) (Fin 2) ℂ :=
  (amp c (p ⬝ᵥ p) * amp c (q ⬝ᵥ q)) •
    (1 + (ratio c (p ⬝ᵥ p) * ratio c (q ⬝ᵥ q)) • (pauli p * pauli q))
```

## The energy in units of the rest energy

Put $x=\sqrt{1+s/c^2}$. For $c>0$ and $s\ge0$, factoring $c^4$ out of the square root gives

$$E=c^2x,\qquad s=c^2(x^2-1),\qquad x>0.$$

The lemma supplies such an $x$, and the later algebra uses only these three relations.

```lean
/-- For `c > 0` and squared momentum `s ≥ 0`, the energy is `c² x` with a positive `x` that
satisfies `s = c² (x² - 1)`. -/
theorem energy_scaled {c s : ℝ} (hc : 0 < c) (hs : 0 ≤ s) :
    ∃ x, 0 < x ∧ energy c s = c ^ 2 * x ∧ s = c ^ 2 * (x ^ 2 - 1) := by
  have h0 : 0 ≤ 1 + s / c ^ 2 := by positivity
  have h1 : c ^ 4 + c ^ 2 * s = (c ^ 2) ^ 2 * (1 + s / c ^ 2) := by
    have h : c ^ 2 * (s / c ^ 2) = s := mul_div_cancel₀ s (by positivity)
    calc c ^ 4 + c ^ 2 * s = c ^ 4 + c ^ 2 * (c ^ 2 * (s / c ^ 2)) := by rw [h]
      _ = (c ^ 2) ^ 2 * (1 + s / c ^ 2) := by ring
  refine ⟨√(1 + s / c ^ 2), Real.sqrt_pos.2 (by positivity), ?_, ?_⟩
  · rw [energy, h1, Real.sqrt_mul (by positivity), Real.sqrt_sq (by positivity)]
  · rw [Real.sq_sqrt h0, add_sub_cancel_left]
    field_simp
```

Since $s/c^2\to0$ and the square root is continuous, $x=E/c^2\to1$. In Lean, `Tendsto … atTop (𝓝 L)` says that the expression tends to $L$ as $c\to\infty$. The step `filter_upwards` restricts an identity to $c>0$, which suffices for the limit.

```lean
/-- At fixed squared momentum `s ≥ 0`, the energy in units of the rest energy tends to one
as `c` tends to infinity. -/
theorem tendsto_energy {s : ℝ} (hs : 0 ≤ s) :
    Tendsto (fun c => energy c s / c ^ 2) atTop (𝓝 1) := by
  have h0 : Tendsto (fun c : ℝ => s / c ^ 2) atTop (𝓝 0) :=
    tendsto_const_nhds.div_atTop (tendsto_pow_atTop two_ne_zero)
  have h1 : Tendsto (fun c : ℝ => √(1 + s / c ^ 2)) atTop (𝓝 (√(1 + 0))) :=
    (Real.continuous_sqrt.tendsto _).comp (h0.const_add 1)
  rw [add_zero, Real.sqrt_one] at h1
  refine h1.congr' ?_
  filter_upwards [eventually_gt_atTop 0] with c hc
  obtain ⟨x, hx, hE, hS⟩ := energy_scaled hc hs
  have hc2 : c ^ 2 ≠ 0 := by positivity
  have h2 : 1 + s / c ^ 2 = x ^ 2 := by
    rw [hS, mul_div_cancel_left₀ _ hc2]
    ring
  rw [hE, mul_div_cancel_left₀ _ hc2, h2, Real.sqrt_sq hx.le]
```

## Mass-velocity term

Substitution for $E$ and $s$ gives

$$c^2\left(E-c^2-\frac s2\right)=c^4(x-1)\left(1-\frac{x+1}2\right)=-\frac{c^4(x-1)^2}{2}=-\frac{s^2}{2(x+1)^2}.$$

The right-hand side tends to $-s^2/8$, which is $-p^4/8$ for $s=p^2$. The proof first takes the limit of this closed form and then uses `congr'` to pass to the original expression. After the denominator is cleared, `ring` verifies the algebra.

```lean
/-- Mass-velocity term: at squared momentum `s ≥ 0`, the kinetic energy beyond `s/2`,
multiplied by `c²`, tends to `-s²/8` as `c` tends to infinity. -/
theorem mass_velocity {s : ℝ} (hs : 0 ≤ s) :
    Tendsto (fun c => c ^ 2 * (energy c s - c ^ 2 - s / 2)) atTop (𝓝 (-s ^ 2 / 8)) := by
  have h : Tendsto (fun c => -s ^ 2 / (2 * (energy c s / c ^ 2 + 1) ^ 2)) atTop
      (𝓝 (-s ^ 2 / (2 * (1 + 1) ^ 2))) :=
    tendsto_const_nhds.div ((((tendsto_energy hs).add_const 1).pow 2).const_mul 2) (by norm_num)
  rw [show -s ^ 2 / (2 * (1 + 1) ^ 2) = -s ^ 2 / 8 by norm_num] at h
  refine h.congr' ?_
  filter_upwards [eventually_gt_atTop 0] with c hc
  obtain ⟨x, hx, hE, hS⟩ := energy_scaled hc hs
  rw [hE, mul_div_cancel_left₀ _ (by positivity), div_eq_iff (by positivity), hS]
  ring
```

The same substitution gives the next kinetic correction. Adding $s^2/8$ to the closed form and multiplying by $c^2$ yields

$$c^2\left[\frac{s^2}8-\frac{s^2}{2(x+1)^2}\right]=\frac{s^3(x+3)}{8(x+1)^3}\longrightarrow\frac{s^3}{16},$$

where $c^2(x-1)=s/(x+1)$ has been used. This extension is worked by hand only.

## Normalisation and small-component weight

In terms of $x$, the normalisation satisfies $A^2=(x+1)/(2x)$, so $A\to1$. Its first correction follows from $A^2-1=(1-x)/(2x)$:

$$c^2(A-1)=\frac{c^2(1-x)}{2x(A+1)}=-\frac{s}{2x(x+1)(A+1)}\longrightarrow-\frac s8.$$

The theorem states both limits. In its proof, `hsq` is the relation $2xA^2=x+1$, and `linear_combination` combines it with $s=c^2(x^2-1)$ to verify the displayed identity.

```lean
/-- At squared momentum `s ≥ 0`, the normalisation factor tends to one, and its deviation from
one, multiplied by `c²`, tends to `-s/8` as `c` tends to infinity. -/
theorem tendsto_amp {s : ℝ} (hs : 0 ≤ s) :
    Tendsto (fun c => amp c s) atTop (𝓝 1) ∧
      Tendsto (fun c => c ^ 2 * (amp c s - 1)) atTop (𝓝 (-s / 8)) := by
  have hx := tendsto_energy hs
  have hA : Tendsto (fun c => amp c s) atTop (𝓝 1) := by
    have h : Tendsto (fun c => √((energy c s / c ^ 2 + 1) / (2 * (energy c s / c ^ 2))))
        atTop (𝓝 (√((1 + 1) / (2 * 1)))) :=
      (Real.continuous_sqrt.tendsto _).comp
        ((hx.add_const 1).div (hx.const_mul 2) (by norm_num))
    rw [show ((1 : ℝ) + 1) / (2 * 1) = 1 by norm_num, Real.sqrt_one] at h
    refine h.congr' ?_
    filter_upwards [eventually_gt_atTop 0] with c hc
    obtain ⟨x, hx, hE, -⟩ := energy_scaled hc hs
    rw [amp, hE, mul_div_cancel_left₀ _ (by positivity)]
    congr 1
    rw [div_eq_div_iff (by positivity) (by positivity)]
    ring
  refine ⟨hA, ?_⟩
  have h : Tendsto (fun c => -s / ((energy c s / c ^ 2 + 1) * (2 * (energy c s / c ^ 2)) *
      (amp c s + 1))) atTop (𝓝 (-s / ((1 + 1) * (2 * 1) * (1 + 1)))) :=
    tendsto_const_nhds.div (((hx.add_const 1).mul (hx.const_mul 2)).mul (hA.add_const 1))
      (by norm_num)
  rw [show -s / ((1 + 1) * (2 * 1) * (1 + 1)) = -s / 8 by norm_num] at h
  refine h.congr' ?_
  filter_upwards [eventually_gt_atTop 0] with c hc
  obtain ⟨x, hx, hE, hS⟩ := energy_scaled hc hs
  have h0 : 0 ≤ (energy c s + c ^ 2) / (2 * energy c s) := by rw [hE]; positivity
  have hpos : 0 ≤ amp c s := Real.sqrt_nonneg _
  -- the defining relation `A² = (x + 1) / (2x)`
  have hsq : amp c s ^ 2 * (2 * x) = x + 1 := by
    rw [amp, Real.sq_sqrt h0, hE, div_mul_eq_mul_div, div_eq_iff (by positivity)]
    ring
  rw [hE, mul_div_cancel_left₀ _ (by positivity), div_eq_iff (by positivity)]
  linear_combination -hS - c ^ 2 * (x + 1) * hsq
```

Now take two squared momenta $s,t\ge0$, with factors $A,r$ and $A',r'$. The product of normalisations splits as

$$c^2(AA'-1)=c^2(A-1)A'+c^2(A'-1)\longrightarrow-\frac{s+t}8.$$

For the small components, $c\,r=c^2/(E+c^2)=1/(x+1)\to1/2$, and likewise for $r'$. Hence

$$c^2AA'rr'=AA'(cr)(cr')\longrightarrow\frac14.$$

The auxiliary statement `hr` proves the limit of $c\,r$; the two branches after `constructor` are the two displayed limits.

```lean
/-- At squared momenta `s, t ≥ 0`, let `A, A'` be the normalisation factors `amp` and `r, r'` the
factors `ratio`. As `c` tends to infinity, `c² (A A' - 1)` tends to `-(s + t)/8`, and `c² A A' r r'`
tends to `1/4`. -/
theorem tendsto_weights {s t : ℝ} (hs : 0 ≤ s) (ht : 0 ≤ t) :
    Tendsto (fun c => c ^ 2 * (amp c s * amp c t - 1)) atTop (𝓝 (-(s + t) / 8)) ∧
      Tendsto (fun c => c ^ 2 * (amp c s * amp c t * (ratio c s * ratio c t))) atTop
        (𝓝 (1 / 4)) := by
  have hr : ∀ u : ℝ, 0 ≤ u → Tendsto (fun c => c * ratio c u) atTop (𝓝 (1 / (1 + 1))) := by
    intro u hu
    have h : Tendsto (fun c => 1 / (energy c u / c ^ 2 + 1)) atTop (𝓝 (1 / (1 + 1))) :=
      tendsto_const_nhds.div ((tendsto_energy hu).add_const 1) (by norm_num)
    refine h.congr' ?_
    filter_upwards [eventually_gt_atTop 0] with c hc
    obtain ⟨x, hx, hE, -⟩ := energy_scaled hc hu
    rw [ratio, hE, mul_div_cancel_left₀ _ (by positivity), ← mul_div_assoc,
      div_eq_div_iff (by positivity) (by positivity)]
    ring
  obtain ⟨hA, hA'⟩ := tendsto_amp hs
  obtain ⟨hB, hB'⟩ := tendsto_amp ht
  constructor
  · have h : Tendsto (fun c => c ^ 2 * (amp c s - 1) * amp c t + c ^ 2 * (amp c t - 1))
        atTop (𝓝 (-s / 8 * 1 + -t / 8)) := (hA'.mul hB).add hB'
    rw [show -s / 8 * 1 + -t / 8 = -(s + t) / 8 by ring] at h
    exact h.congr fun c => by ring
  · have h : Tendsto (fun c => amp c s * amp c t * ((c * ratio c s) * (c * ratio c t)))
        atTop (𝓝 (1 * 1 * (1 / (1 + 1) * (1 / (1 + 1))))) :=
      (hA.mul hB).mul ((hr s hs).mul (hr t ht))
    rw [show (1 : ℝ) * 1 * (1 / (1 + 1) * (1 / (1 + 1))) = 1 / 4 by norm_num] at h
    exact h.congr fun c => by ring
```

## Darwin term on a line

For real $p$ and $q$, set $s=p^2$ and $t=q^2$. Multiplying the second limit by $pq$ and adding the first gives

$$c^2\left[A_pA_q(1+R_pR_q)-1\right]\longrightarrow-\frac{p^2+q^2}8+\frac{pq}4=-\frac{(p-q)^2}8.$$

The small components thus supply the cross term that completes the square.

```lean
/-- Darwin term for momenta `p` and `q` on a line: `c² (A_p A_q (1 + R_p R_q) - 1)` tends to
`-(p - q)²/8` as `c` tends to infinity. -/
theorem darwin_line (p q : ℝ) :
    Tendsto (fun c => c ^ 2 * (amp c (p ^ 2) * amp c (q ^ 2) *
      (1 + (ratio c (p ^ 2) * p) * (ratio c (q ^ 2) * q)) - 1)) atTop
      (𝓝 (-(p - q) ^ 2 / 8)) := by
  obtain ⟨h1, h2⟩ := tendsto_weights (sq_nonneg p) (sq_nonneg q)
  have h := h1.add (h2.mul_const (p * q))
  rw [show -(p ^ 2 + q ^ 2) / 8 + 1 / 4 * (p * q) = -(p - q) ^ 2 / 8 by ring] at h
  exact h.congr fun c => by ring
```

Take $c=40$, $p=9$ and $q=-9$ as an example. Then $x=\sqrt{1+81/1600}=41/40$ and $E=1640$. The scaled kinetic remainder is

$$1600\,(1640-1600-40.5)=-800,$$

compared with the limit $-9^4/8=-820.125$. For the potential factor, $A_p=A_q$ and $R_pR_q=-(x-1)/(x+1)$, so $A_pA_q(1+R_pR_q)=1/x=40/41$. The scaled deviation is $1600(40/41-1)\approx-39.02$, compared with the limit $-18^2/8=-40.5$.

## Darwin and spin-orbit terms in space

In three dimensions the product of momenta becomes a product of Pauli matrices:

$$(\boldsymbol\sigma\cdot\mathbf p)(\boldsymbol\sigma\cdot\mathbf q)=\mathbf p\cdot\mathbf q+i\,\boldsymbol\sigma\cdot(\mathbf p\times\mathbf q).$$

Multiplying the explicit matrices proves this. For instance, the upper left entry is

$$p_2q_2+(p_0-ip_1)(q_0+iq_1)=\mathbf p\cdot\mathbf q+i(p_0q_1-p_1q_0).$$

The upper right entry is

$$p_2(q_0-iq_1)-(p_0-ip_1)q_2=i\left[(p_1q_2-p_2q_1)-i(p_2q_0-p_0q_2)\right],$$

as required. The lower entries follow in the same way. Lean checks the real and imaginary parts of all four.

```lean
/-- Product of the matrices `σ·p` and `σ·q`: `(σ·p)(σ·q) = p·q + i σ·(p × q)`, where the scalar
`p·q` multiplies the identity matrix. -/
theorem pauli_mul (p q : Fin 3 → ℝ) :
    pauli p * pauli q = (p ⬝ᵥ q) • (1 : Matrix (Fin 2) (Fin 2) ℂ) +
      Complex.I • pauli (crossProduct p q) := by
  ext i j
  fin_cases i <;> fin_cases j <;> apply Complex.ext <;>
    simp [pauli, cross_apply, Matrix.mul_apply, dotProduct, Fin.sum_univ_succ] <;> ring
```

With $s=|\mathbf p|^2$ and $t=|\mathbf q|^2$, split the deviation of $K$ from the identity:

$$c^2(K-1)=c^2(A_pA_q-1)\,1+c^2A_pA_qr_pr_q\,(\boldsymbol\sigma\cdot\mathbf p)(\boldsymbol\sigma\cdot\mathbf q).$$

The two scalar coefficients have the limits found above. The Pauli product identity then gives

$$c^2(K-1)\longrightarrow-\frac{|\mathbf p|^2+|\mathbf q|^2}8+\frac{\mathbf p\cdot\mathbf q}4+\frac i4\boldsymbol\sigma\cdot(\mathbf p\times\mathbf q)
=-\frac{|\mathbf p-\mathbf q|^2}8+\frac i4\boldsymbol\sigma\cdot(\mathbf p\times\mathbf q),$$

where scalars multiply the $2\times2$ identity. In the proof, `hd` expands $|\mathbf p-\mathbf q|^2$, `hlim` rewrites the limit into its final form, and `module` handles the linear algebra of matrices with scalar coefficients. Convergence of a matrix here means convergence of each entry.

```lean
/-- Darwin and spin-orbit terms: as `c` tends to infinity, `c²` times the deviation of the
first-order Douglas-Kroll-Hess spin matrix from the identity tends to
`-|p - q|²/8 + (i/4) σ·(p × q)`. -/
theorem darwin_spin_orbit (p q : Fin 3 → ℝ) :
    Tendsto (fun c : ℝ => c ^ 2 • (dressing c p q - 1)) atTop
      (𝓝 ((-((p - q) ⬝ᵥ (p - q)) / 8) • (1 : Matrix (Fin 2) (Fin 2) ℂ) +
        (1 / 4 : ℝ) • (Complex.I • pauli (crossProduct p q)))) := by
  have hn : ∀ v : Fin 3 → ℝ, 0 ≤ v ⬝ᵥ v := fun v =>
    Finset.sum_nonneg fun i _ => mul_self_nonneg (v i)
  obtain ⟨h1, h2⟩ := tendsto_weights (hn p) (hn q)
  have h := (h1.smul_const (1 : Matrix (Fin 2) (Fin 2) ℂ)).add
    (h2.smul_const (pauli p * pauli q))
  have hd : (p - q) ⬝ᵥ (p - q) = p ⬝ᵥ p + q ⬝ᵥ q - 2 * (p ⬝ᵥ q) := by
    simp only [dotProduct, Fin.sum_univ_three, Pi.sub_apply]
    ring
  -- the scalar part of the Pauli product completes the square `|p - q|²`
  have hlim : (-(p ⬝ᵥ p + q ⬝ᵥ q) / 8) • (1 : Matrix (Fin 2) (Fin 2) ℂ) +
      (1 / 4 : ℝ) • (pauli p * pauli q) =
      (-((p - q) ⬝ᵥ (p - q)) / 8) • (1 : Matrix (Fin 2) (Fin 2) ℂ) +
        (1 / 4 : ℝ) • (Complex.I • pauli (crossProduct p q)) := by
    rw [pauli_mul, hd]
    generalize Complex.I • pauli (crossProduct p q) = S
    module
  rw [hlim] at h
  refine h.congr fun c => ?_
  rw [dressing]
  module

end

end DouglasKrollFirstOrder
```

After multiplication by $\tilde V(\mathbf p-\mathbf q)/c^2$, the two parts are the momentum-space forms of $\nabla^2V/(8c^2)$ and $\boldsymbol\sigma\cdot(\nabla V\times\hat{\mathbf p})/(4c^2)$, where $\hat{\mathbf p}$ is the momentum operator.

The theorems concern the kinetic energy and the kinematic factors at fixed momenta; the potential itself does not enter them. They give no bound that is uniform in momentum, and they do not establish convergence of Hamiltonians or eigenvalues. That restriction matters near a nucleus, where momenta comparable with $c$ contribute.

```lean
#print axioms DouglasKrollFirstOrder.mass_velocity
#print axioms DouglasKrollFirstOrder.darwin_line
#print axioms DouglasKrollFirstOrder.darwin_spin_orbit
```

```
'DouglasKrollFirstOrder.mass_velocity' depends on axioms: [propext, Classical.choice, Quot.sound]
'DouglasKrollFirstOrder.darwin_line' depends on axioms: [propext, Classical.choice, Quot.sound]
'DouglasKrollFirstOrder.darwin_spin_orbit' depends on axioms: [propext, Classical.choice, Quot.sound]
```
